# Rayleigh waves on an isotropic half-space: exactly one speed below $c_T$ when $0<c_T<c_L$

To find the speed of a Rayleigh wave from the transverse and longitudinal bulk speeds $c_T$ and $c_L$, one can give a cubic polynomial in $c^2/c_T^2$, where $c$ is the speed sought, to a bracketing root finder on the interval from 0 to 1 and accept the root it returns. This is safe if the cubic changes sign on the interval and has only one root there, and both hold when $0<c_T<c_L$. With elastic constants from an electronic-structure calculation and the mass density, the root gives the speed of the surface acoustic wave in the long-wavelength limit, for a solid treated as a linear, homogeneous, isotropic, continuous half-space with a stress-free surface.

```lean
import Mathlib

open Set

namespace RayleighSurfaceWave

noncomputable section
```

## Potentials that decay into the solid

Let $X$ run along the surface and $Z\ge 0$ into the solid, with lengths in units of the inverse wavenumber. A wave of speed $c$ is described by

$$\phi = A\,e^{-qZ}e^{i(X-ct)},\qquad \psi = B\,e^{-sZ}e^{i(X-ct)},$$

with displacements $u_X=\partial_X\phi-\partial_Z\psi$ and $u_Z=\partial_Z\phi+\partial_X\psi$. Put $x=c^2/c_T^2$ and $k=c_T^2/c_L^2$. The wave equation for $\phi$, with speed $c_L$, gives $q^2-1=-c^2/c_L^2=-kx$, so $q=\sqrt{1-kx}$.

```lean
/-- Decay rate into the solid of the longitudinal part, in units of the wavenumber;
`k` is the squared transverse-to-longitudinal speed ratio and `x` the squared ratio of
the wave speed to the transverse speed. -/
def longDecay (k x : ℝ) : ℝ := √(1 - k * x)
```

The wave equation for $\psi$, with speed $c_T$, gives $s=\sqrt{1-x}$ in the same way.

```lean
/-- Decay rate into the solid of the transverse part, in units of the wavenumber. -/
def transDecay (x : ℝ) : ℝ := √(1 - x)
```

The formal proof starts from these decay rates; it does not derive them from the equations of motion.

## Stress at the free surface

With Lamé constants $\lambda$ and $\mu$, the normal stress is $\lambda\nabla^2\phi+2\mu\,\partial_Z u_Z$. With mass density $\rho$, the bulk speeds are $c_T^2=\mu/\rho$ and $c_L^2=(\lambda+2\mu)/\rho$. Since then $\lambda/\mu=1/k-2$, its amplitude at $Z=0$, divided by the shear modulus $\mu$, is

$$N=(1/k-2)(q^2-1)A+2(q^2A-isB).$$

```lean
/-- Amplitude of the normal stress at the surface, in units of the shear modulus, for
scalar potential amplitude `A` and vector potential amplitude `B`. The first term is the
dilatation times the ratio `1/k - 2` of the Lamé constants. -/
def normalStress (k x : ℝ) (A B : ℂ) : ℂ :=
  (1 / (k : ℂ) - 2) * ((longDecay k x : ℂ) ^ 2 - 1) * A
    + 2 * ((longDecay k x : ℂ) ^ 2 * A - Complex.I * (transDecay x : ℂ) * B)
```

The shear stress $\mu(\partial_Z u_X+\partial_X u_Z)$ gives $S=-2iqA-(1+s^2)B$.

```lean
/-- Amplitude of the shear stress at the surface, in units of the shear modulus. -/
def shearStress (k x : ℝ) (A B : ℂ) : ℂ :=
  -2 * Complex.I * (longDecay k x : ℂ) * A - (1 + (transDecay x : ℂ) ^ 2) * B
```

For $0<k<1$ and $0<x<1$, a surface wave is given by a nonzero pair of complex amplitudes for which $N=S=0$. `IsSurfaceWave` says that such a pair exists for given $k$ and $x$. Outside this range the predicate need not describe a surface wave: at $x=0$ it holds with amplitudes whose displacement vanishes everywhere, and for $x>1$ Lean sets the square root of the negative number $1-x$ to zero.

```lean
/-- There are potential amplitudes, not both zero, for which the normal and shear stress amplitudes
vanish. For `0 < k < 1` and `0 < x < 1` this is the condition for a surface wave. -/
def IsSurfaceWave (k x : ℝ) : Prop :=
  ∃ A B : ℂ, (A ≠ 0 ∨ B ≠ 0) ∧ normalStress k x A B = 0 ∧ shearStress k x A B = 0
```

The definition could have been placed at the level of fields: a nonzero displacement proportional to $e^{i(X-ct)}$ that solves the elastic wave equation, decays with depth and leaves the surface free of stress. The exponential profiles would then have to be derived, and uniqueness would range over all such fields instead of pairs $(A,B)$.

The condition on the speed will turn out to be Rayleigh's equation, $(2-x)^2=4\sqrt{1-x}\sqrt{1-kx}$.

```lean
/-- Rayleigh's equation for the squared speed ratio `x`. -/
def RayleighEquation (k x : ℝ) : Prop :=
  (2 - x) ^ 2 = 4 * √(1 - x) * √(1 - k * x)
```

## From two stresses to one equation

For $0<k<1$ and $0<x<1$ both radicands are positive. Inserting $q^2=1-kx$ and $s^2=1-x$ gives

$$N=(-x+2kx)A+2(1-kx)A-2isB=(2-x)A-2isB,$$
$$S=-2iqA-(2-x)B.$$

In the proof, `hq` and `hs` are the two squares, and `linear_combination` substitutes them.

```lean
/-- For `0 < k < 1` and `0 < x < 1`, the two surface stresses are linear in the amplitudes, with
coefficients `2 - x` and `-(2 - x)` and, for the other amplitude, `-2i` times a decay rate. -/
theorem surface_stresses {k x : ℝ} (hk : 0 < k) (hk1 : k < 1) (hx : x ∈ Ioo (0 : ℝ) 1)
    (A B : ℂ) :
    normalStress k x A B = (2 - (x : ℂ)) * A - 2 * Complex.I * (transDecay x : ℂ) * B ∧
    shearStress k x A B
      = -2 * Complex.I * (longDecay k x : ℂ) * A - (2 - (x : ℂ)) * B := by
  obtain ⟨hx0, hx1⟩ := hx
  have h1 : 0 ≤ 1 - k * x := by nlinarith [mul_pos (sub_pos.mpr hk1) hx0]
  have h2 : 0 ≤ 1 - x := by linarith
  have hq : (longDecay k x : ℂ) ^ 2 = 1 - (k : ℂ) * (x : ℂ) := by
    rw [← Complex.ofReal_pow, longDecay, Real.sq_sqrt h1]
    simp
  have hs : (transDecay x : ℂ) ^ 2 = 1 - (x : ℂ) := by
    rw [← Complex.ofReal_pow, transDecay, Real.sq_sqrt h2]
    simp
  have hkc : (k : ℂ) ≠ 0 := by exact_mod_cast hk.ne'
  have hkk : 1 / (k : ℂ) * (k : ℂ) = 1 := one_div_mul_cancel hkc
  constructor
  · unfold normalStress
    linear_combination (1 / (k : ℂ)) * A * hq - (x : ℂ) * A * hkk
  · unfold shearStress
    linear_combination (-B) * hs
```

Eliminating one amplitude at a time yields

$$(2-x)N-2isS=\left[(2-x)^2-4sq\right]A,$$
$$-(2-x)S-2iqN=\left[(2-x)^2-4sq\right]B.$$

If $N=S=0$ and $A$ or $B$ is nonzero, the bracket vanishes, which is Rayleigh's equation. Conversely, if the equation holds, $A=2is$ and $B=2-x$ make both stresses vanish, and $B\neq0$ because $x<1$. In the proof, `hA` and `hB` are the two eliminations, and `refine` supplies the explicit amplitudes.

```lean
/-- For `0 < k < 1` and `0 < x < 1`, a surface wave exists exactly when Rayleigh's equation holds.
-/
theorem isSurfaceWave_iff {k x : ℝ} (hk : 0 < k) (hk1 : k < 1) (hx : x ∈ Ioo (0 : ℝ) 1) :
    IsSurfaceWave k x ↔ RayleighEquation k x := by
  constructor
  · rintro ⟨A, B, hAB, hN, hS⟩
    rw [(surface_stresses hk hk1 hx A B).1] at hN
    rw [(surface_stresses hk hk1 hx A B).2] at hS
    -- eliminating either amplitude leaves the same factor times the other one
    have hA : ((2 - (x : ℂ)) ^ 2 - 4 * (transDecay x : ℂ) * (longDecay k x : ℂ)) * A = 0 := by
      linear_combination (2 - (x : ℂ)) * hN - 2 * Complex.I * (transDecay x : ℂ) * hS
        - 4 * (transDecay x : ℂ) * (longDecay k x : ℂ) * A * Complex.I_sq
    have hB : ((2 - (x : ℂ)) ^ 2 - 4 * (transDecay x : ℂ) * (longDecay k x : ℂ)) * B = 0 := by
      linear_combination (-(2 - (x : ℂ))) * hS - 2 * Complex.I * (longDecay k x : ℂ) * hN
        - 4 * (transDecay x : ℂ) * (longDecay k x : ℂ) * B * Complex.I_sq
    have hD : (2 - (x : ℂ)) ^ 2 - 4 * (transDecay x : ℂ) * (longDecay k x : ℂ) = 0 := by
      rcases hAB with h | h
      · exact (mul_eq_zero.mp hA).resolve_right h
      · exact (mul_eq_zero.mp hB).resolve_right h
    have hR : (2 - x) ^ 2 - 4 * transDecay x * longDecay k x = 0 := by exact_mod_cast hD
    exact sub_eq_zero.mp hR
  · intro h
    have hR : (2 - x) ^ 2 = 4 * transDecay x * longDecay k x := h
    have hC : (2 - (x : ℂ)) ^ 2 = 4 * (transDecay x : ℂ) * (longDecay k x : ℂ) := by
      exact_mod_cast hR
    refine ⟨2 * Complex.I * (transDecay x : ℂ), 2 - (x : ℂ), Or.inr ?_, ?_, ?_⟩
    · intro h0
      have h1 : 2 - x = 0 := by exact_mod_cast h0
      linarith [hx.2]
    · rw [(surface_stresses hk hk1 hx _ _).1]
      ring
    · rw [(surface_stresses hk hk1 hx _ _).2]
      linear_combination (-1 : ℂ) * hC
        - 4 * (transDecay x : ℂ) * (longDecay k x : ℂ) * Complex.I_sq
```

## The cubic

Squaring Rayleigh's equation and collecting terms gives

$$(2-x)^4-16(1-x)(1-kx)=x\,p(x),$$
$$p(x)=x^3-8x^2+(24-16k)x-16(1-k).$$

Since $x>0$, the factor $x$ can be removed. Squaring is reversible because both sides of Rayleigh's equation are nonnegative; `sq_eq_sq₀` carries out this return step.

```lean
/-- For `0 < x < 1` and `k ≤ 1`, Rayleigh's equation is equivalent to a cubic equation. -/
theorem rayleighEquation_iff_cubic {k x : ℝ} (hk1 : k ≤ 1) (hx : x ∈ Ioo (0 : ℝ) 1) :
    RayleighEquation k x ↔
      x ^ 3 - 8 * x ^ 2 + (24 - 16 * k) * x - 16 * (1 - k) = 0 := by
  obtain ⟨hx0, hx1⟩ := hx
  have h1 : 0 ≤ 1 - k * x := by nlinarith [mul_nonneg (sub_nonneg.mpr hk1) hx0.le]
  have h2 : 0 ≤ 1 - x := by linarith
  have h3 : (4 * √(1 - x) * √(1 - k * x)) ^ 2 = 16 * (1 - x) * (1 - k * x) := by
    rw [mul_pow, mul_pow, Real.sq_sqrt h1, Real.sq_sqrt h2]
    norm_num
  unfold RayleighEquation
  constructor
  · intro h
    rw [← h] at h3
    have h4 : x * (x ^ 3 - 8 * x ^ 2 + (24 - 16 * k) * x - 16 * (1 - k)) = 0 := by
      linear_combination h3
    exact (mul_eq_zero.mp h4).resolve_left hx0.ne'
  · intro h
    -- both sides are nonnegative, so it is enough to compare squares
    refine (sq_eq_sq₀ (by positivity) (by positivity)).mp ?_
    rw [h3]
    linear_combination x * h
```

## One root, and only one

At the ends of the interval, $p(0)=-16(1-k)<0$ and $p(1)=1$. The intermediate value theorem therefore gives a root in $(0,1)$.

Let $x$ and $y$ both be roots there. The part of $p(x)$ that contains $k$ is $16k(1-x)$, so $k$ cancels in

$$(1-x)p(y)-(1-y)p(x)=(y-x)Q,$$
$$Q=x^2(1-y)+y^2(1-x)+xy+8(1-x)(1-y).$$

Every term of $Q$ is positive, while the left side is zero, so $y=x$. The last `linear_combination` is this elimination, and `positivity` proves $Q>0$.

The theorem needs only $k<1$, which includes the incompressible limit $k=0$; negative $k$ is also allowed but has no meaning as a squared speed ratio.

```lean
/-- For every `k < 1`, Rayleigh's equation has exactly one solution in `(0,1)`. -/
theorem rayleighEquation_existsUnique {k : ℝ} (hk1 : k < 1) :
    ∃! x : ℝ, x ∈ Ioo (0 : ℝ) 1 ∧ RayleighEquation k x := by
  have hc : ContinuousOn
      (fun x : ℝ => x ^ 3 - 8 * x ^ 2 + (24 - 16 * k) * x - 16 * (1 - k)) (Icc 0 1) := by
    fun_prop
  -- the cubic changes sign between 0 and 1
  obtain ⟨x, hx, hpx⟩ := intermediate_value_Ioo (zero_le_one' ℝ) hc
    (show (0 : ℝ) ∈ Ioo _ _ from ⟨by norm_num; linarith, by ring_nf; norm_num⟩)
  refine ⟨x, ⟨hx, (rayleighEquation_iff_cubic hk1.le hx).mpr hpx⟩, ?_⟩
  rintro y ⟨hy, hRy⟩
  have hpy := (rayleighEquation_iff_cubic hk1.le hy).mp hRy
  have hpx' : x ^ 3 - 8 * x ^ 2 + (24 - 16 * k) * x - 16 * (1 - k) = 0 := hpx
  have hx' : 0 < 1 - x := sub_pos.mpr hx.2
  have hy' : 0 < 1 - y := sub_pos.mpr hy.2
  have hx0 : 0 < x := hx.1
  have hy0 : 0 < y := hy.1
  -- eliminating k between the two cubics leaves a positive cofactor
  have hQ : 0 < x ^ 2 * (1 - y) + y ^ 2 * (1 - x) + x * y + 8 * (1 - x) * (1 - y) := by
    positivity
  have h0 : (y - x) *
      (x ^ 2 * (1 - y) + y ^ 2 * (1 - x) + x * y + 8 * (1 - x) * (1 - y)) = 0 := by
    linear_combination (1 - x) * hpy - (1 - y) * hpx'
  exact sub_eq_zero.mp ((mul_eq_zero.mp h0).resolve_right hQ.ne')
```

## Back to speeds

The condition $c_T<c_L$ means $\lambda+\mu>0$ when $\mu>0$, and it holds in every mechanically stable isotropic solid. It gives $0<k<1$, so there is a unique root $x$, and $c=c_T\sqrt{x}$ is a surface-wave speed between 0 and $c_T$. Any other such speed $c'$ has $c'^2/c_T^2$ in $(0,1)$ and satisfies Rayleigh's equation, so $c'^2/c_T^2=x$. Since speeds are positive, $c'=c$.

The theorem states this with `∃!`: exactly one `c` in `Ioo 0 cT` admits a surface wave. It makes no statement about speeds at or above $c_T$.

```lean
/-- If the transverse speed `cT` is positive and below the longitudinal speed `cL`, there is exactly
one speed between zero and `cT` at which a surface wave exists. -/
theorem surfaceWave_speed_existsUnique {cT cL : ℝ} (hT : 0 < cT) (hTL : cT < cL) :
    ∃! c : ℝ, c ∈ Ioo 0 cT ∧ IsSurfaceWave (cT ^ 2 / cL ^ 2) (c ^ 2 / cT ^ 2) := by
  have hL : 0 < cL := hT.trans hTL
  have hk : 0 < cT ^ 2 / cL ^ 2 := by positivity
  have hk1 : cT ^ 2 / cL ^ 2 < 1 := by
    rw [div_lt_one (by positivity)]
    nlinarith
  obtain ⟨x, ⟨hx, hR⟩, huniq⟩ := rayleighEquation_existsUnique hk1
  have hsq : √x ^ 2 = x := Real.sq_sqrt hx.1.le
  have hs0 : 0 < √x := Real.sqrt_pos.mpr hx.1
  have hs1 : √x < 1 := by nlinarith [hx.2]
  have hcx : (cT * √x) ^ 2 / cT ^ 2 = x := by
    rw [mul_pow, hsq]
    exact mul_div_cancel_left₀ x (pow_ne_zero 2 hT.ne')
  refine ⟨cT * √x, ⟨⟨by positivity, by nlinarith⟩, ?_⟩, ?_⟩
  · rw [hcx]
    exact (isSurfaceWave_iff hk hk1 hx).mpr hR
  · rintro c ⟨⟨hc0, hcT⟩, hW⟩
    have hm : c ^ 2 / cT ^ 2 ∈ Ioo (0 : ℝ) 1 := by
      refine ⟨by positivity, ?_⟩
      rw [div_lt_one (by positivity)]
      nlinarith
    have he : c ^ 2 / cT ^ 2 = x := huniq _ ⟨hm, (isSurfaceWave_iff hk hk1 hm).mp hW⟩
    refine (sq_eq_sq₀ hc0.le (by positivity)).mp ?_
    rw [mul_pow, hsq, mul_comm]
    exact (div_eq_iff (pow_ne_zero 2 hT.ne')).mp he
```

## Equal bulk speeds and equal Lamé constants

At $k=1$ the cubic becomes $x(x^2-8x+8)$. On $(0,1)$ the quadratic factor decreases from 8 to 1 and stays positive, so no root remains. As $k$ approaches 1 from below, the root moves towards zero, as one sees from writing $p(x)=0$ as $x(x^2-8x+8)=16(1-k)(1-x)$.

```lean
/-- If the transverse and longitudinal speeds were equal, Rayleigh's equation would have
no solution in `(0,1)`. -/
theorem no_solution_at_equal_speeds {x : ℝ} (hx : x ∈ Ioo (0 : ℝ) 1) :
    ¬ RayleighEquation 1 x := by
  rw [rayleighEquation_iff_cubic le_rfl hx]
  intro h
  have h1 : 0 < x ^ 2 - 8 * x + 8 := by nlinarith [hx.1, hx.2, sq_nonneg (x - 1)]
  have h2 := mul_pos hx.1 h1
  nlinarith
```

For $\lambda=\mu$ one has $k=1/3$, and the cubic factorises:

$$3p(x)=(x-4)(3x^2-12x+8).$$

Its root in $(0,1)$ is $x=2-2/\sqrt3\approx0.845$, so $c\approx0.919\,c_T$. The proof uses $(2/\sqrt3)^2=4/3$ to place this value in the interval and to verify the cubic, then goes back through Rayleigh's equation to the surface wave.

```lean
/-- For `k = 1/3`, the case of equal Lamé constants, a surface wave exists at the squared
speed ratio `2 - 2/√3`, which lies in `(0,1)`. -/
theorem surfaceWave_equal_lame :
    2 - 2 / √3 ∈ Ioo (0 : ℝ) 1 ∧ IsSurfaceWave (1 / 3) (2 - 2 / √3) := by
  have ht : (2 / √3) ^ 2 = (4 / 3 : ℝ) := by
    rw [div_pow, Real.sq_sqrt (by norm_num)]
    norm_num
  have ht0 : 0 < 2 / √3 := by positivity
  have hx : 2 - 2 / √3 ∈ Ioo (0 : ℝ) 1 := ⟨by nlinarith, by nlinarith⟩
  refine ⟨hx, (isSurfaceWave_iff (by norm_num) (by norm_num) hx).mpr ?_⟩
  rw [rayleighEquation_iff_cubic (by norm_num) hx]
  linear_combination (-2 - 2 / √3) * ht

end

end RayleighSurfaceWave
```

```lean
#print axioms RayleighSurfaceWave.surfaceWave_speed_existsUnique
#print axioms RayleighSurfaceWave.no_solution_at_equal_speeds
#print axioms RayleighSurfaceWave.surfaceWave_equal_lame
```

```
'RayleighSurfaceWave.surfaceWave_speed_existsUnique' depends on axioms: [propext, Classical.choice, Quot.sound]
'RayleighSurfaceWave.no_solution_at_equal_speeds' depends on axioms: [propext, Classical.choice, Quot.sound]
'RayleighSurfaceWave.surfaceWave_equal_lame' depends on axioms: [propext, Classical.choice, Quot.sound]
```
